# Where its gradient is nonzero and differentiable, a steepest-descent path has zero curvature exactly when the gradient is a Hessian eigenvector

Take the energy V(q₁, q₂) = (q₁² + 4q₂²)/2. From (1, 0), steepest descent runs straight down the q₁ axis. From (1, 1), it bends. The Hessian H is diag(1, 4) at both points, so H alone can't decide the matter. I thought the bending came from Hv, the rate at which the gradient changes as I move along the unit direction v. But at (1, 0) I have v = (−1, 0) and Hv = (−1, 0), which isn't zero, and the path is still straight. What does set the curvature of a steepest-descent path, such as an intrinsic reaction coordinate?

## Only the part of Hv across the path bends it

At (1, 0), Hv points along v. The gradient changes in length but not in direction, and the path follows only its direction. At (1, 1) the gradient is g = (1, 4) and Hg = (1, 16), which is not a multiple of g. The gradient therefore turns, and the path turns with it:

x'' = (12/289)(−4, 1)

In general, let x(s) satisfy x' = v = −g/‖g‖ with g nonzero along the path. Since ‖v‖ = 1, s is arc length and ‖x''‖ is the curvature. Write γ(s) = g(x(s)) and w = γ'(s). Differentiating ‖γ‖ = √⟨γ, γ⟩ gives

‖γ‖' = ⟨γ, w⟩/‖γ‖ = −⟨v, w⟩

and hence (1/‖γ‖)' = ⟨v, w⟩/‖γ‖². The product rule for v = −γ/‖γ‖, followed by γ = −‖γ‖v, gives

v' = −w/‖γ‖ − ⟨v, w⟩γ/‖γ‖² = −(w − ⟨v, w⟩v)/‖γ‖

By the chain rule w = Hx' = Hv, so

x'' = −(Hv − ⟨v, Hv⟩v)/‖g‖

If this vanishes, then Hv = ⟨v, Hv⟩v, and multiplying by −‖g‖ gives Hg = ⟨v, Hv⟩g. Conversely, if Hg = μg, then Hv = μv and ⟨v, Hv⟩ = μ, so the bracket is zero. Any eigenvector will do, not only the softest mode.

With c = ⟨v, Hv⟩, expanding the square gives ‖Hv − cv‖² = ‖Hv‖² − 2c² + c², so

‖x''‖² = (‖Hv‖² − ⟨v, Hv⟩²)/‖g‖²

At (1, 1) this is 144/4913. In one dimension Hv is always a multiple of v, so the curvature is zero: there is no sideways direction to bend into.

Zero curvature at a single point may be just an inflection. If g is an eigenvector all along the path, then x'' = 0 throughout, so v is constant. Then x(t) − tv has zero velocity and is constant too, which makes the path a straight segment. Conversely, a straight segment traversed with constant velocity has x'' = 0, and the pointwise criterion makes g an eigenvector at every point.

In the Lean file, `E` is any real inner product space, including ℝⁿ with its Euclidean product. For a molecule, mass-weighting is part of the choice of coordinates. The field `g : E → E` need not come from an energy, and `H` need not be symmetric. `tangent` is −g/‖g‖, and `transverse` is Hv − ⟨v, Hv⟩v.

`IsIRC g x a b` says that on the open interval from a to b the gradient is nonzero and x' is the tangent. The nonzero condition means that the path meets no stationary point there. An intrinsic reaction coordinate is such a path, in mass-weighted coordinates, that also starts from a transition state. The predicate doesn't require that start, so the results hold for every steepest-descent path parametrised by arc length. The existence of a path is not treated.

`irc_curvature` assumes, through `HasFDerivAt g H (x s)`, that g has derivative `H` at the point in question. It concludes that `deriv x` has the stated derivative there, and that `deriv (deriv x) s = 0` exactly when some real μ satisfies Hg = μg. `irc_curvature_sq` gives the squared curvature. In `irc_straight_iff`, `H` is a field of linear maps giving the derivative at every path point, and straightness means x(t) = x(s) + (t − s)v(s) for all s and t in the interval.

```lean
import Mathlib

open scoped InnerProductSpace Topology
open Set

namespace IntrinsicReactionCoordinate

noncomputable section

variable {E : Type*} [NormedAddCommGroup E] [InnerProductSpace ℝ E]

/-- The steepest-descent direction `-g/‖g‖` belonging to a nonzero gradient `g`. -/
def tangent (g : E) : E := -(‖g‖⁻¹ • g)

/-- The vector `Hv - ⟨v, Hv⟩ v`, which for a unit vector `v` is the part of `Hv`
perpendicular to `v`. -/
def transverse (H : E →L[ℝ] E) (v : E) : E := H v - ⟪v, H v⟫_ℝ • v

/-- The curve `x` is a unit-speed steepest-descent path of the gradient field `g` for `a < s < b`:
the gradient is nonzero along it and `x'(s) = -g/‖g‖`. -/
def IsIRC (g : E → E) (x : ℝ → E) (a b : ℝ) : Prop :=
  ∀ s ∈ Ioo a b, g (x s) ≠ 0 ∧ HasDerivAt x (tangent (g (x s))) s

/-- The steepest-descent direction of a nonzero gradient has unit length. -/
theorem norm_tangent {g : E} (hg : g ≠ 0) : ‖tangent g‖ = 1 := by
  rw [tangent, norm_neg, norm_smul, norm_inv, norm_norm,
    inv_mul_cancel₀ (norm_ne_zero_iff.mpr hg)]

/-- Along a differentiable curve of gradients `γ`, the norm of a nonzero gradient changes
at the rate `-⟨v, γ'⟩`, where `v = -γ/‖γ‖`. -/
theorem hasDerivAt_gradient_norm {γ : ℝ → E} {w : E} {s : ℝ}
    (hγ : HasDerivAt γ w s) (h0 : γ s ≠ 0) :
    HasDerivAt (fun t => ‖γ t‖) (-⟪tangent (γ s), w⟫_ℝ) s := by
  -- differentiate the norm as the square root of its square
  have h := hγ.norm_sq.sqrt (pow_ne_zero 2 (norm_ne_zero_iff.mpr h0))
  simp only [Real.sqrt_sq, norm_nonneg] at h
  refine h.congr_deriv ?_
  rw [mul_div_mul_left _ _ two_ne_zero, tangent, inner_neg_left, real_inner_smul_left]
  ring

/-- Along a differentiable curve of gradients `γ`, the direction `v = -γ/‖γ‖` of a nonzero
gradient changes at the rate `-(γ' - ⟨v, γ'⟩ v)/‖γ‖`. -/
theorem hasDerivAt_tangent {γ : ℝ → E} {w : E} {s : ℝ}
    (hγ : HasDerivAt γ w s) (h0 : γ s ≠ 0) :
    HasDerivAt (fun t => tangent (γ t))
      (-(‖γ s‖⁻¹ • (w - ⟪tangent (γ s), w⟫_ℝ • tangent (γ s)))) s := by
  -- product rule for `-(‖γ‖⁻¹ • γ)`
  have h : HasDerivAt (fun t => tangent (γ t))
      (-(‖γ s‖⁻¹ • w + (-(-⟪tangent (γ s), w⟫_ℝ) / ‖γ s‖ ^ 2) • γ s)) s :=
    (((hasDerivAt_gradient_norm hγ h0).inv (norm_ne_zero_iff.mpr h0)).smul hγ).neg
  refine h.congr_deriv ?_
  generalize ⟪tangent (γ s), w⟫_ℝ = c
  simp only [tangent]
  module

/-- For a nonzero gradient `g` with descent direction `v`, the vector `Hv - ⟨v, Hv⟩ v`
vanishes exactly when `g` is an eigenvector of `H`. -/
theorem transverse_eq_zero_iff (H : E →L[ℝ] E) {g : E} (hg : g ≠ 0) :
    transverse H (tangent g) = 0 ↔ ∃ μ : ℝ, H g = μ • g := by
  have hsm : ‖g‖ • tangent g = -g := by
    rw [tangent, smul_neg, smul_smul, mul_inv_cancel₀ (norm_ne_zero_iff.mpr hg), one_smul]
  constructor
  · intro h
    have h' : H (tangent g) = ⟪tangent g, H (tangent g)⟫_ℝ • tangent g := sub_eq_zero.mp h
    refine ⟨⟪tangent g, H (tangent g)⟫_ℝ, ?_⟩
    calc H g = H (-(‖g‖ • tangent g)) := by rw [hsm, neg_neg]
      _ = -(‖g‖ • H (tangent g)) := by rw [map_neg, map_smul]
      _ = -(‖g‖ • (⟪tangent g, H (tangent g)⟫_ℝ • tangent g)) :=
          congrArg (fun w => -(‖g‖ • w)) h'
      _ = ⟪tangent g, H (tangent g)⟫_ℝ • g := by
          rw [smul_comm, hsm, smul_neg, neg_neg]
  · rintro ⟨μ, h⟩
    have hv : H (tangent g) = μ • tangent g := by
      rw [tangent, map_neg, map_smul, h, smul_comm, smul_neg]
    rw [transverse, hv, real_inner_smul_right, real_inner_self_eq_norm_sq, norm_tangent hg]
    simp

/-- **Curvature of a steepest-descent path.** Where the gradient field has derivative `H`, the path
satisfies `x'' = -(Hv - ⟨v, Hv⟩ v)/‖g‖` with `v = -g/‖g‖`, and `x''` vanishes exactly when `g` is an
eigenvector of `H`. -/
theorem irc_curvature {g : E → E} {x : ℝ → E} {a b s : ℝ} {H : E →L[ℝ] E}
    (hx : IsIRC g x a b) (hs : s ∈ Ioo a b) (hH : HasFDerivAt g H (x s)) :
    HasDerivAt (deriv x) (-(‖g (x s)‖⁻¹ • transverse H (tangent (g (x s))))) s ∧
      (deriv (deriv x) s = 0 ↔ ∃ μ : ℝ, H (g (x s)) = μ • g (x s)) := by
  obtain ⟨h0, hd⟩ := hx s hs
  -- chain rule: the gradient changes along the path at the rate `Hv`
  have hc : HasDerivAt (fun t => g (x t)) (H (tangent (g (x s)))) s :=
    hH.comp_hasDerivAt s hd
  have he : deriv x =ᶠ[𝓝 s] fun t => tangent (g (x t)) := by
    filter_upwards [isOpen_Ioo.mem_nhds hs] with t ht using (hx t ht).2.deriv
  have hmain : HasDerivAt (deriv x)
      (-(‖g (x s)‖⁻¹ • transverse H (tangent (g (x s))))) s :=
    (hasDerivAt_tangent hc h0).congr_of_eventuallyEq he
  refine ⟨hmain, ?_⟩
  rw [hmain.deriv, neg_eq_zero, smul_eq_zero_iff_right (inv_ne_zero (norm_ne_zero_iff.mpr h0))]
  exact transverse_eq_zero_iff H h0

/-- Where the gradient field has derivative `H`, the squared curvature of the path is
`(‖Hv‖² - ⟨v, Hv⟩²)/‖g‖²` with `v = -g/‖g‖`. -/
theorem irc_curvature_sq {g : E → E} {x : ℝ → E} {a b s : ℝ} {H : E →L[ℝ] E}
    (hx : IsIRC g x a b) (hs : s ∈ Ioo a b) (hH : HasFDerivAt g H (x s)) :
    ‖deriv (deriv x) s‖ ^ 2 =
      (‖H (tangent (g (x s)))‖ ^ 2 - ⟪tangent (g (x s)), H (tangent (g (x s)))⟫_ℝ ^ 2)
        / ‖g (x s)‖ ^ 2 := by
  have hv := norm_tangent (hx s hs).1
  rw [(irc_curvature hx hs hH).1.deriv, norm_neg, norm_smul, norm_inv, norm_norm, mul_pow]
  generalize tangent (g (x s)) = v at hv ⊢
  -- Pythagoras for the parts of `Hv` along and across the path
  have ht : ‖transverse H v‖ ^ 2 = ‖H v‖ ^ 2 - ⟪v, H v⟫_ℝ ^ 2 := by
    rw [transverse, norm_sub_sq_real, real_inner_smul_right, norm_smul, hv, mul_one,
      Real.norm_eq_abs, sq_abs, real_inner_comm v (H v)]
    ring
  rw [ht]
  ring

/-- A curve whose velocity is zero throughout an open interval stays at one point there. -/
theorem eq_of_velocity_zero {f : ℝ → E} {a b s t : ℝ}
    (h : ∀ u ∈ Ioo a b, HasDerivAt f 0 u) (hs : s ∈ Ioo a b) (ht : t ∈ Ioo a b) :
    f t = f s := by
  have h1 := (convex_Ioo a b).norm_image_sub_le_of_norm_hasDerivWithin_le
    (f := f) (f' := fun _ => 0) (C := 0)
    (fun u hu => (h u hu).hasDerivWithinAt) (fun u _ => by simp) hs ht
  rw [zero_mul] at h1
  exact sub_eq_zero.mp (norm_le_zero_iff.mp h1)

/-- If the gradient field has derivative `H` along a steepest-descent path, the path is a straight
segment exactly when the gradient is an eigenvector of `H` at every point of it. -/
theorem irc_straight_iff {g : E → E} {x : ℝ → E} {a b : ℝ} {H : E → E →L[ℝ] E}
    (hx : IsIRC g x a b) (hH : ∀ s ∈ Ioo a b, HasFDerivAt g (H (x s)) (x s)) :
    (∀ s ∈ Ioo a b, ∀ t ∈ Ioo a b, x t = x s + (t - s) • tangent (g (x s))) ↔
      ∀ s ∈ Ioo a b, ∃ μ : ℝ, H (x s) (g (x s)) = μ • g (x s) := by
  constructor
  · intro h s hs
    rw [← (irc_curvature hx hs (hH s hs)).2]
    -- on a straight line the velocity is constant
    have he : deriv x =ᶠ[𝓝 s] fun _ => tangent (g (x s)) := by
      filter_upwards [isOpen_Ioo.mem_nhds hs] with t ht
      have hl : HasDerivAt (fun u : ℝ => x s + (u - s) • tangent (g (x s)))
          (tangent (g (x s))) t :=
        ((((hasDerivAt_id t).sub_const s).smul_const (tangent (g (x s)))).const_add
          (x s)).congr_deriv (one_smul ℝ _)
      refine (hl.congr_of_eventuallyEq ?_).deriv
      filter_upwards [isOpen_Ioo.mem_nhds ht] with u hu using h s hs u hu
    rw [he.deriv_eq, deriv_const]
  · intro h s hs t ht
    -- first integration: the velocity is constant
    have hv : ∀ u ∈ Ioo a b, tangent (g (x u)) = tangent (g (x s)) := by
      intro u hu
      rw [← (hx u hu).2.deriv, ← (hx s hs).2.deriv]
      refine eq_of_velocity_zero (fun r hr => ?_) hs hu
      have hr' := irc_curvature hx hr (hH r hr)
      have hz := hr'.1.differentiableAt.hasDerivAt
      rwa [hr'.2.mpr (h r hr)] at hz
    -- second integration: the path is a line
    have hline : x t - t • tangent (g (x s)) = x s - s • tangent (g (x s)) := by
      refine eq_of_velocity_zero (f := fun u => x u - u • tangent (g (x s)))
        (fun u hu => ?_) hs ht
      refine ((hx u hu).2.sub
        ((hasDerivAt_id u).smul_const (tangent (g (x s))))).congr_deriv ?_
      rw [hv u hu, one_smul, sub_self]
    linear_combination (norm := module) hline

end

end IntrinsicReactionCoordinate
```

```lean
#print axioms IntrinsicReactionCoordinate.irc_curvature
#print axioms IntrinsicReactionCoordinate.irc_curvature_sq
#print axioms IntrinsicReactionCoordinate.irc_straight_iff
```

```
'IntrinsicReactionCoordinate.irc_curvature' depends on axioms: [propext, Classical.choice, Quot.sound]
'IntrinsicReactionCoordinate.irc_curvature_sq' depends on axioms: [propext, Classical.choice, Quot.sound]
'IntrinsicReactionCoordinate.irc_straight_iff' depends on axioms: [propext, Classical.choice, Quot.sound]
```

`norm_tangent` supplies ‖v‖ = 1. `hasDerivAt_gradient_norm` differentiates the norm as the square root of its square, and `hasDerivAt_tangent` applies the inverse, product and negation rules; `module` then collects the vector terms into the form of v' above. `transverse_eq_zero_iff` is the eigenvector argument, moving between v and g by ‖g‖v = −g.

In `irc_curvature`, `comp_hasDerivAt` is the chain rule w = Hv. Differentiating `deriv x` at s requires knowing it near s as well, so `he` uses the openness of the interval to identify it with the tangent in a neighbourhood. The rest combines the two preceding lemmas. `irc_curvature_sq` expands the squared norm of the transverse vector, using ‖v‖ = 1.

`eq_of_velocity_zero` is the integration step: the mean value inequality with speed bound zero keeps the curve at one point. `irc_straight_iff` uses it twice, first on the velocity and then on x(u) − uv. For the other direction it differentiates the straight line and applies `irc_curvature`.

For path following, a Taylor expansion, which the file does not contain, makes h²x''/2 the second-order term of the displacement missed by a straight Euler step of length h from a point on an exact steepest-descent path, away from stationary points and where the gradient is differentiable. In the opening example that term vanishes at (1, 0) and not at (1, 1).
